# For positive permittivity, the reaction-field potential falls strictly to zero at its cutoff and leaves a force $3/((2\varepsilon+1)R^2)$ there

**Q:** Is $V$ the formula continued past the cutoff $R$, or the version set to zero beyond it? At finite positive permittivity, only the first has an ordinary derivative at $R$.

**A:** The main theorem uses the continued formula, `rfPotential`; the version set to zero is a separate function, `truncatedPotential`. With outer permittivity $\varepsilon$ and separation $r$,

$$V(r)=\frac1r+kr^2-\frac1R-kR^2,\qquad k=\frac{\varepsilon-1}{(2\varepsilon+1)R^3}.$$

The charges are unit charges in Gaussian units, and `rfForce` is the radial force $1/r^2-2kr$. All quantities are real numbers.

```lean
import Mathlib

open Filter Topology Set

namespace ReactionFieldCutoff

noncomputable section

/-- The reaction-field coefficient `k` for cutoff radius `R` and outer permittivity `ε`. -/
def rfCoeff (ε R : ℝ) : ℝ := (ε - 1) / ((2 * ε + 1) * R ^ 3)

/-- The reaction-field pair potential between unit charges, shifted by its value at the cutoff. -/
def rfPotential (ε R r : ℝ) : ℝ :=
  1 / r + rfCoeff ε R * r ^ 2 - 1 / R - rfCoeff ε R * R ^ 2

/-- The radial pair force: Coulomb repulsion minus the linear reaction-field term. -/
def rfForce (ε R r : ℝ) : ℝ := 1 / r ^ 2 - 2 * rfCoeff ε R * r

/-- The pair potential used inside the cutoff sphere and set to zero outside it. -/
def truncatedPotential (ε R r : ℝ) : ℝ := if r ≤ R then rfPotential ε R r else 0
```

**Q:** The coefficient $k$ looks postulated. What physics does it stand for?

**A:** It is the response of a dielectric to a dipole $p$ at the centre of an empty spherical cavity. The potential is $\cos\theta$ times $p/r^2-Er$ inside and $b/r^2$ outside, where $E$ is the reaction field and $b$ the dipole seen from outside. Continuity of the potential and of the normal displacement at $R$ gives

$$\frac{p}{R^2}-ER=\frac{b}{R^2},\qquad -\frac{2p}{R^3}-E=-\frac{2\varepsilon b}{R^3}.$$

Clearing denominators, $b=p-ER^3$ and $2\varepsilon b=2p+ER^3$. Adding them gives $(2\varepsilon+1)b=3p$. Eliminating $b$ gives $(2\varepsilon+1)R^3E=2(\varepsilon-1)p$, that is, $E=2kp$.

```lean
/-- Radial factor (multiplying `cos θ`) of the potential of a point dipole `p`
in a uniform field `E` parallel to it. -/
def dipoleRadial (p E r : ℝ) : ℝ := p / r ^ 2 - E * r

/-- The radial derivative of the potential of a dipole in a uniform field. -/
theorem hasDerivAt_dipoleRadial (p E : ℝ) {r : ℝ} (hr : r ≠ 0) :
    HasDerivAt (dipoleRadial p E) (-2 * p / r ^ 3 - E) r := by
  have h2 : HasDerivAt (fun x : ℝ => x ^ 2) (2 * r) r := by
    simpa using hasDerivAt_pow 2 r
  have h := ((hasDerivAt_const r p).fun_div h2 (pow_ne_zero 2 hr)).fun_sub
    ((hasDerivAt_id' r).const_mul E)
  have e : dipoleRadial p E = fun x => p / x ^ 2 - E * x := rfl
  rw [e]
  refine h.congr_deriv ?_
  field_simp
  ring

/-- For a dipole `p` at the centre of a cavity of radius `R` in a dielectric, the potential and
the normal displacement are continuous at the wall exactly when the reaction field is `2 k p`
and the dipole seen outside is `3 p / (2 ε + 1)`. -/
theorem cavity_matching_iff {ε R : ℝ} (hε : 0 < ε) (hR : 0 < R) (p E b : ℝ) :
    (dipoleRadial p E R = dipoleRadial b 0 R ∧
      deriv (dipoleRadial p E) R = ε * deriv (dipoleRadial b 0) R) ↔
    (E = 2 * rfCoeff ε R * p ∧ b = 3 * p / (2 * ε + 1)) := by
  have hR0 : R ≠ 0 := hR.ne'
  have hd : 2 * ε + 1 ≠ 0 := by positivity
  have hD : (2 * ε + 1) * R ^ 3 ≠ 0 := by positivity
  rw [(hasDerivAt_dipoleRadial p E hR0).deriv, (hasDerivAt_dipoleRadial b 0 hR0).deriv]
  unfold dipoleRadial rfCoeff
  constructor
  · rintro ⟨h1, h2⟩
    have e1 : p / R ^ 2 * R ^ 2 = p := div_mul_cancel₀ _ (pow_ne_zero 2 hR0)
    have e2 : b / R ^ 2 * R ^ 2 = b := div_mul_cancel₀ _ (pow_ne_zero 2 hR0)
    have e3 : p / R ^ 3 * R ^ 3 = p := div_mul_cancel₀ _ (pow_ne_zero 3 hR0)
    have e4 : b / R ^ 3 * R ^ 3 = b := div_mul_cancel₀ _ (pow_ne_zero 3 hR0)
    -- the two wall conditions, cleared of denominators
    have hb : b = p - E * R ^ 3 := by
      linear_combination (-R ^ 2) * h1 + e1 - e2
    have hE : 2 * p + E * R ^ 3 = 2 * ε * b := by
      linear_combination (-R ^ 3) * h2 - 2 * e3 + 2 * ε * e4
    constructor
    · rw [show 2 * ((ε - 1) / ((2 * ε + 1) * R ^ 3)) * p
        = 2 * (ε - 1) * p / ((2 * ε + 1) * R ^ 3) by ring, eq_div_iff hD]
      linear_combination hE + 2 * ε * hb
    · rw [eq_div_iff hd]
      linear_combination hb - hE
  · rintro ⟨rfl, rfl⟩
    constructor
    · field_simp
      ring
    · field_simp
      ring
```

`cavity_matching_iff` proves this in both directions. The `linear_combination` steps are the eliminations above, and substitution gives the converse. The angular form is assumed, not derived from Laplace's equation, and the use of the same $k$ in the pair potential is a definition.

**Q:** Why is $V$ strictly decreasing, when $kr^2$ grows for $\varepsilon>1$?

**A:** The Coulomb term wins up to the cutoff. Differentiating and using a common denominator,

$$-V'(r)=\frac1{r^2}-2kr=\frac{2\varepsilon(R^3-r^3)+R^3+2r^3}{(2\varepsilon+1)R^3r^2}.$$

For $0<r\le R$ and $\varepsilon>0$ the first term of the numerator is nonnegative and the others are positive.

```lean
/-- The pair force is minus the derivative of the reaction-field potential. -/
theorem hasDerivAt_rfPotential (ε R : ℝ) {r : ℝ} (hr : r ≠ 0) :
    HasDerivAt (rfPotential ε R) (-rfForce ε R r) r := by
  have h2 : HasDerivAt (fun x : ℝ => x ^ 2) (2 * r) r := by
    simpa using hasDerivAt_pow 2 r
  have h := (((hasDerivAt_inv hr).fun_add (h2.const_mul (rfCoeff ε R))).sub_const
    (1 / R)).sub_const (rfCoeff ε R * R ^ 2)
  have e : rfPotential ε R =
      fun x => x⁻¹ + rfCoeff ε R * x ^ 2 - 1 / R - rfCoeff ε R * R ^ 2 := by
    funext x
    simp only [rfPotential, one_div]
  rw [e]
  refine h.congr_deriv ?_
  unfold rfForce
  ring

/-- The force between like unit charges is repulsive everywhere up to and at the cutoff. -/
theorem rfForce_pos {ε R r : ℝ} (hε : 0 < ε) (hr : 0 < r) (hrR : r ≤ R) :
    0 < rfForce ε R r := by
  have hR : 0 < R := hr.trans_le hrR
  have hd : 2 * ε + 1 ≠ 0 := by positivity
  have e : rfForce ε R r = (2 * ε * (R ^ 3 - r ^ 3) + R ^ 3 + 2 * r ^ 3) /
      ((2 * ε + 1) * R ^ 3 * r ^ 2) := by
    unfold rfForce rfCoeff
    field_simp
    ring
  have h3 : 0 ≤ R ^ 3 - r ^ 3 := sub_nonneg.2 (pow_le_pow_left₀ hr.le hrR 3)
  rw [e]
  positivity
```

At $r=R$ the numerator is $3R^3$, so $-V'(R)=3/((2\varepsilon+1)R^2)$; $V(R)=0$ by cancellation.

```lean
/-- The reaction-field potential decreases strictly up to the cutoff, vanishes there, and has
slope `-3 / ((2 ε + 1) R²)` there. -/
theorem reactionField_main {ε R : ℝ} (hε : 0 < ε) (hR : 0 < R) :
    StrictAntiOn (rfPotential ε R) (Ioc 0 R) ∧ rfPotential ε R R = 0 ∧
      HasDerivAt (rfPotential ε R) (-(3 / ((2 * ε + 1) * R ^ 2))) R := by
  refine ⟨?_, ?_, ?_⟩
  · -- a negative derivative in the interior gives strict decrease
    refine strictAntiOn_of_deriv_neg (convex_Ioc 0 R) (fun x hx =>
      (hasDerivAt_rfPotential ε R hx.1.ne').continuousAt.continuousWithinAt) ?_
    intro x hx
    rw [interior_Ioc] at hx
    rw [(hasDerivAt_rfPotential ε R hx.1.ne').deriv]
    exact neg_lt_zero.2 (rfForce_pos hε hx.1 hx.2.le)
  · unfold rfPotential
    ring
  · have hd : 2 * ε + 1 ≠ 0 := by positivity
    refine (hasDerivAt_rfPotential ε R hR.ne').congr_deriv ?_
    unfold rfForce rfCoeff
    field_simp
    ring
```

In `reactionField_main`, `StrictAntiOn` on `Ioc 0 R` means strict decrease on $(0,R]$. The proof needs continuity there and a negative derivative in the interior, supplied by the two preceding lemmas. `HasDerivAt` gives the two-sided slope of the continued formula.

**Q:** You assume $\varepsilon>0$, while a static dielectric has $\varepsilon\ge1$. Does positivity matter at all?

**A:** The physical range is included, and at $\varepsilon=1$ the potential is the shifted Coulomb one. Without positivity the claim can fail: for $\varepsilon=-1$ and $R=1$ we get $k=2$ and $V(r)=1/r+2r^2-3$, so $V(1/2)=-1/2<0=V(1)$.

**Q:** And the limit of large permittivity?

**A:** At fixed $R$, the denominator of $3/((2\varepsilon+1)R^2)$ grows without bound, so the force at the cutoff tends to zero. Lean takes the limit along `atTop`, where $\varepsilon$ is eventually positive and the main theorem supplies the derivative.

```lean
/-- The residual force at the cutoff tends to zero as the outer permittivity grows. -/
theorem cutoff_force_tendsto_zero {R : ℝ} (hR : 0 < R) :
    Tendsto (fun ε => -deriv (rfPotential ε R) R) atTop (𝓝 0) := by
  have hden : Tendsto (fun ε : ℝ => (2 * ε + 1) * R ^ 2) atTop atTop :=
    (tendsto_atTop_add_const_right _ 1
      (tendsto_id.const_mul_atTop (two_pos : (0 : ℝ) < 2))).atTop_mul_const (by positivity)
  refine (hden.const_div_atTop 3).congr' ?_
  filter_upwards [eventually_gt_atTop (0 : ℝ)] with ε hε
  rw [(reactionField_main hε hR).2.2.deriv, neg_neg]
```

The whole potential converges too, at each fixed $r>0$. Write $F=3/((2\varepsilon+1)R^2)$. Then $k=1/(2R^3)-F/(2R)$, and

$$\begin{aligned}
V(r)&=\frac1r-\frac1R-\frac{R^2-r^2}{2R^3}+F\,\frac{R^2-r^2}{2R}\\
&=\frac{(R-r)^2(r+2R)}{2rR^3}+F\,\frac{R^2-r^2}{2R}.
\end{aligned}$$

The first term is the conducting-boundary potential, and the second vanishes with $F$.

```lean
/-- The potential is a part with a double zero at the cutoff plus a remainder proportional to
the residual cutoff force. -/
theorem rfPotential_split {ε R r : ℝ} (hε : 0 < ε) (hR : 0 < R) (hr : 0 < r) :
    rfPotential ε R r = (R - r) ^ 2 * (r + 2 * R) / (2 * r * R ^ 3) +
      3 / ((2 * ε + 1) * R ^ 2) * ((R ^ 2 - r ^ 2) / (2 * R)) := by
  have hd : 2 * ε + 1 ≠ 0 := by positivity
  unfold rfPotential rfCoeff
  field_simp
  ring

/-- As the outer permittivity grows, the potential at each separation tends to
`(R - r)² (r + 2 R) / (2 r R³)`. -/
theorem rfPotential_tendsto_conducting {R r : ℝ} (hR : 0 < R) (hr : 0 < r) :
    Tendsto (fun ε => rfPotential ε R r) atTop
      (𝓝 ((R - r) ^ 2 * (r + 2 * R) / (2 * r * R ^ 3))) := by
  have h := ((cutoff_force_tendsto_zero hR).mul_const ((R ^ 2 - r ^ 2) / (2 * R))).const_add
    ((R - r) ^ 2 * (r + 2 * R) / (2 * r * R ^ 3))
  rw [zero_mul, add_zero] at h
  refine h.congr' ?_
  filter_upwards [eventually_gt_atTop (0 : ℝ)] with ε hε
  rw [(reactionField_main hε hR).2.2.deriv, neg_neg, rfPotential_split hε hR hr]
```

`rfPotential_split` checks the identity by clearing denominators; the limit theorem multiplies the vanishing force by a constant and adds the first term.

**Q:** Then what does a simulation see at finite $\varepsilon$?

**A:** For one pair of unit charges with this sharp spherical cutoff, the energy is continuous but the force jumps from $F$ to zero as the pair separates past $R$. The truncated potential has left slope $-F$ and right slope $0$, so it is not differentiable at $R$.

```lean
/-- At any finite positive permittivity the truncated potential is not differentiable at
the cutoff. -/
theorem truncatedPotential_not_differentiableAt {ε R : ℝ} (hε : 0 < ε) (hR : 0 < R) :
    ¬ DifferentiableAt ℝ (truncatedPotential ε R) R := by
  intro h
  obtain ⟨-, h0, hV⟩ := reactionField_main hε hR
  have hin : ∀ x ≤ R, truncatedPotential ε R x = rfPotential ε R x := by
    intro x hx
    unfold truncatedPotential
    exact if_pos hx
  have hout : ∀ x, R ≤ x → truncatedPotential ε R x = 0 := by
    intro x hx
    rcases hx.eq_or_lt with rfl | hlt
    · rw [hin _ le_rfl, h0]
    · unfold truncatedPotential
      exact if_neg (not_le_of_gt hlt)
  -- slopes from the left and from the right
  have hl : HasDerivWithinAt (truncatedPotential ε R)
      (-(3 / ((2 * ε + 1) * R ^ 2))) (Iic R) R :=
    hV.hasDerivWithinAt.congr (fun x hx => hin x hx) (hin R le_rfl)
  have hr : HasDerivWithinAt (truncatedPotential ε R) 0 (Ici R) R :=
    (hasDerivWithinAt_const R (Ici R) (0 : ℝ)).congr (fun x hx => hout x hx) (hout R le_rfl)
  have e1 := (uniqueDiffWithinAt_Iic R).eq_deriv _ hl h.hasDerivAt.hasDerivWithinAt
  have e2 := (uniqueDiffWithinAt_Ici R).eq_deriv _ hr h.hasDerivAt.hasDerivWithinAt
  have hpos : 0 < 3 / ((2 * ε + 1) * R ^ 2) := by positivity
  linarith

end

end ReactionFieldCutoff
```

The proof assumes a derivative at $R$ and restricts it to each side. Uniqueness of one-sided derivatives makes it equal both $-F$ and $0$, contradicting $F>0$. The theorems concern this pair function; they give no error estimate for a many-particle simulation.

```lean
#print axioms ReactionFieldCutoff.cavity_matching_iff
-- 'ReactionFieldCutoff.cavity_matching_iff' depends on axioms: [propext, Classical.choice, Quot.sound]
#print axioms ReactionFieldCutoff.cutoff_force_tendsto_zero
-- 'ReactionFieldCutoff.cutoff_force_tendsto_zero' depends on axioms: [propext, Classical.choice, Quot.sound]
#print axioms ReactionFieldCutoff.rfPotential_tendsto_conducting
-- 'ReactionFieldCutoff.rfPotential_tendsto_conducting' depends on axioms: [propext, Classical.choice, Quot.sound]
#print axioms ReactionFieldCutoff.truncatedPotential_not_differentiableAt
-- 'ReactionFieldCutoff.truncatedPotential_not_differentiableAt' depends on axioms: [propext, Classical.choice, Quot.sound]
```
